# Gauge invariance of the side-jump shift at nonzero scattering amplitude

One way to compute the side jump of a Bloch electron at an impurity is to diagonalise the Hamiltonian along a line of momenta and fix the phases of the eigenvectors before differentiating them, for instance by making one component that vanishes nowhere on the line real and positive. Another component can give other phases, other Berry connections and another phase of the scattering amplitude. The shift assembled from them is the same, provided that the states are normalised, both phase choices are differentiable in the momentum, and the amplitude is nonzero.

This shift enters the semiclassical side-jump contribution to the anomalous Hall effect; here it is treated for a single band and a fixed finite scattering matrix, with initial and final momenta on one line and derivatives taken along it. The quantity studied is therefore the component of the shift along that line; the component transverse to the momentum transfer involves derivatives off the line and is not modelled.

## States, connection and shift

The cell-periodic state at momentum \(k\in\mathbb R\) is a vector \(u(k)\in\mathbb C^n\), in Lean a function `u : ℝ → Fin n → ℂ`.

```lean
import Mathlib

namespace SideJumpGaugeInvariance

noncomputable section

variable {n : ℕ}
```

The inner product is conjugate-linear in its first argument:

\[
\langle x,y\rangle=\sum_i \overline{x_i}\,y_i .
\]

Normalisation will be the condition \(\langle u(k),u(k)\rangle=1\) for all \(k\), written with this sum.

```lean
/-- The overlap `⟨x, y⟩` of two states in `ℂⁿ`. -/
def braket (x y : Fin n → ℂ) : ℂ := ∑ i, star (x i) * y i
```

The derivative \(u'(k)\) is taken component by component, \(u'(k)_i=\frac{d}{dk}u_i(k)\).

```lean
/-- The derivative `u'(k)` of a family of states, component by component. -/
def velocity (u : ℝ → Fin n → ℂ) (k : ℝ) (i : Fin n) : ℂ := deriv (fun s => u s i) k
```

The Berry connection is

\[
A(k)=i\langle u(k),u'(k)\rangle .
\]

It is defined as a complex number, so its reality has to be proved.

```lean
/-- The Berry connection `A(k) = i ⟨u(k), u'(k)⟩`. -/
def berryConnection (u : ℝ → Fin n → ℂ) (k : ℝ) : ℂ :=
  Complex.I * braket (u k) (velocity u k)
```

An electron scatters from momentum \(k\) to momentum \(p\) through a matrix \(V\), with amplitude

\[
T(p,k)=\langle u(p),Vu(k)\rangle=\sum_{i,j}\overline{u_i(p)}\,V_{ij}\,u_j(k).
\]

\(V\) need not be Hermitian, but it does not depend on momentum. Initial and final states belong to the same family \(u\), so interband scattering is not covered. Nothing requires \(u(k)\) to be an eigenvector of a Hamiltonian.

```lean
/-- The scattering amplitude `T(p,k) = ⟨u(p), V u(k)⟩`. -/
def amplitude (V : Matrix (Fin n) (Fin n) ℂ) (u : ℝ → Fin n → ℂ) (p k : ℝ) : ℂ :=
  ∑ i, ∑ j, star (u p i) * V i j * u k j
```

The shift is

\[
\delta(p,k)=A(p)-A(k)-\operatorname{Im}\frac{\partial_pT+\partial_kT}{T}.
\]

Where \(T\neq0\), the imaginary part being subtracted is the derivative of the phase of \(T\) when both momenta move together. The code takes the real part of \(A\), which loses nothing once \(A\) is known to be real.

```lean
/-- The side jump `A(p) - A(k) - Im ((∂_p T + ∂_k T) / T)`, with the real part of `A`. -/
def sideJump (V : Matrix (Fin n) (Fin n) ℂ) (u : ℝ → Fin n → ℂ) (p k : ℝ) : ℝ :=
  (berryConnection u p).re - (berryConnection u k).re -
    ((deriv (fun s => amplitude V u s k) p + deriv (fun s => amplitude V u p s) k) /
      amplitude V u p k).im
```

## The change of phase

A gauge transformation is given by a real function \(\varphi\), through the factor \(e^{i\varphi(k)}\).

```lean
/-- The phase factor `exp(i φ(k))`. -/
def phase (φ : ℝ → ℝ) (k : ℝ) : ℂ := Complex.exp (Complex.I * (φ k : ℂ))
```

The new states are \(\tilde u(k)=e^{i\varphi(k)}u(k)\).

```lean
/-- The gauge transformation `u(k) → exp(i φ(k)) u(k)`. -/
def gauge (φ : ℝ → ℝ) (u : ℝ → Fin n → ℂ) (k : ℝ) (i : Fin n) : ℂ := phase φ k * u k i
```

Since \(\varphi\) is real, the factor has unit modulus:

\[
\overline{e^{i\varphi}}\,e^{i\varphi}=e^{-i\varphi+i\varphi}=1 .
\]

```lean
/-- The phase factor has unit modulus. -/
theorem phase_unit (φ : ℝ → ℝ) (k : ℝ) : star (phase φ k) * phase φ k = 1 := by
  rw [phase, Complex.star_def, ← Complex.exp_conj, ← Complex.exp_add, map_mul, Complex.conj_I,
    Complex.conj_ofReal, neg_mul, neg_add_cancel, Complex.exp_zero]
```

By the chain rule, for differentiable \(\varphi\),

\[
\frac{d}{dk}e^{i\varphi(k)}=e^{i\varphi(k)}\,i\varphi'(k).
\]

```lean
/-- For differentiable `φ`, the derivative of the phase factor is `exp(iφ) i φ'`. -/
theorem hasDerivAt_phase {φ : ℝ → ℝ} (hφ : Differentiable ℝ φ) (k : ℝ) :
    HasDerivAt (fun s => phase φ s) (phase φ k * (Complex.I * ((deriv φ k : ℝ) : ℂ))) k := by
  have h1 : HasDerivAt (fun s : ℝ => (φ s : ℂ)) ((deriv φ k : ℝ) : ℂ) k :=
    (hφ k).hasDerivAt.ofReal_comp
  have h2 : HasDerivAt (fun s : ℝ => Complex.I * (φ s : ℂ))
      (Complex.I * ((deriv φ k : ℝ) : ℂ)) k := h1.const_mul Complex.I
  exact h2.cexp
```

## The connection is real

Differentiating the normalisation condition gives

\[
0=\sum_i\left(\overline{u_i'}\,u_i+\overline{u_i}\,u_i'\right)
=\overline{\langle u,u'\rangle}+\langle u,u'\rangle
=2\operatorname{Re}\langle u,u'\rangle .
\]

Hence \(\operatorname{Im}A=\operatorname{Im}\left(i\langle u,u'\rangle\right)=\operatorname{Re}\langle u,u'\rangle=0\). In the proof, `h` is the product rule under the sum, and `h.unique` equates its result with the derivative of the constant 1. The hypothesis `hd` says that every component of \(u\) is differentiable, and `hn` is the normalisation.

```lean
/-- The Berry connection of a differentiable, normalised family of states is real. -/
theorem berryConnection_real {u : ℝ → Fin n → ℂ} (hd : ∀ i, Differentiable ℝ (fun s => u s i))
    (hn : ∀ k, braket (u k) (u k) = 1) (k : ℝ) : (berryConnection u k).im = 0 := by
  have hi : ∀ i, HasDerivAt (fun s => u s i) (velocity u k i) k := fun i => (hd i k).hasDerivAt
  -- differentiate the normalisation condition
  have h : HasDerivAt (fun s => ∑ i, star (u s i) * u s i)
      (∑ i, (star (velocity u k i) * u k i + star (u k i) * velocity u k i)) k :=
    HasDerivAt.fun_sum fun i _ => (hi i).star.fun_mul (hi i)
  have hc : (fun s => ∑ i, star (u s i) * u s i) = fun _ => (1 : ℂ) := funext hn
  rw [hc] at h
  have h0 := h.unique (hasDerivAt_const k (1 : ℂ))
  have hz : star (braket (u k) (velocity u k)) = ∑ i, star (velocity u k i) * u k i := by
    simp only [braket, star_sum, star_mul, star_star]
  rw [Finset.sum_add_distrib, ← hz] at h0
  have h1 : star (braket (u k) (velocity u k)) + braket (u k) (velocity u k) = 0 := h0
  have h2 := congrArg Complex.re h1
  rw [Complex.add_re, Complex.star_def, Complex.conj_re, Complex.zero_re] at h2
  rw [berryConnection, Complex.I_mul_im]
  linarith
```

The device on which the calculus turns is `HasDerivAt.star`, used above as `(hi i).star`. It says that if \(f\) has derivative \(f'\) at a point, then \(\overline f\) has derivative \(\overline{f'}\) there. For a complex variable this would be false, since \(z\mapsto\overline z\) is not complex differentiable. It applies here because the values are complex but the momentum is real: conjugation is linear over \(\mathbb R\) and commutes with division by a real increment. The same lemma later differentiates the bra \(\overline{u_i(p)}\) and the conjugate phase \(e^{-i\varphi(p)}\).

## The connection shifts by the phase gradient

The product rule gives \(\tilde u'=e^{i\varphi}(u'+i\varphi'u)\), which is `hv`. The phases cancel in the inner product, as `hs` records:

\[
\langle\tilde u,\tilde u'\rangle=\langle u,u'\rangle+i\varphi'\langle u,u\rangle .
\]

With \(\langle u,u\rangle=1\), multiplication by \(i\) yields

\[
\tilde A(k)=A(k)-\varphi'(k).
\]

```lean
/-- For differentiable, normalised states and differentiable `φ`, the gauge transformation changes
the Berry connection from `A` to `A - φ'`. -/
theorem berryConnection_gauge {u : ℝ → Fin n → ℂ} {φ : ℝ → ℝ}
    (hd : ∀ i, Differentiable ℝ (fun s => u s i)) (hn : ∀ k, braket (u k) (u k) = 1)
    (hφ : Differentiable ℝ φ) (k : ℝ) :
    berryConnection (gauge φ u) k = berryConnection u k - ((deriv φ k : ℝ) : ℂ) := by
  have hv : ∀ i, velocity (gauge φ u) k i =
      phase φ k * (Complex.I * ((deriv φ k : ℝ) : ℂ)) * u k i +
        phase φ k * velocity u k i := by
    intro i
    have h : HasDerivAt (fun s => phase φ s * u s i)
        (phase φ k * (Complex.I * ((deriv φ k : ℝ) : ℂ)) * u k i +
          phase φ k * velocity u k i) k :=
      (hasDerivAt_phase hφ k).fun_mul (hd i k).hasDerivAt
    exact h.deriv
  have hs : braket (gauge φ u k) (velocity (gauge φ u) k) = braket (u k) (velocity u k) +
      Complex.I * ((deriv φ k : ℝ) : ℂ) * braket (u k) (u k) := by
    simp only [braket]
    rw [Finset.mul_sum, ← Finset.sum_add_distrib]
    refine Finset.sum_congr rfl fun i _ => ?_
    rw [hv, gauge, star_mul']
    linear_combination (star (u k i) * (velocity u k i +
      Complex.I * ((deriv φ k : ℝ) : ℂ) * u k i)) * phase_unit φ k
  simp only [berryConnection]
  rw [hs, hn]
  linear_combination ((deriv φ k : ℝ) : ℂ) * Complex.I_sq
```

## The amplitude picks up two phases

In \(T\), the final momentum enters only through the bra and the initial momentum only through the ket. Therefore

\[
\partial_pT=\sum_{i,j}\overline{u_i'(p)}\,V_{ij}\,u_j(k),\qquad
\partial_kT=\sum_{i,j}\overline{u_i(p)}\,V_{ij}\,u_j'(k).
\]

The next theorem keeps from this only that both partial derivatives exist, which is all that the product rule needs below.

```lean
/-- For a differentiable family of states, the amplitude is differentiable in the final and in the
initial momentum. -/
theorem amplitude_differentiable (V : Matrix (Fin n) (Fin n) ℂ) {u : ℝ → Fin n → ℂ}
    (hd : ∀ i, Differentiable ℝ (fun s => u s i)) (p k : ℝ) :
    DifferentiableAt ℝ (fun s => amplitude V u s k) p ∧
      DifferentiableAt ℝ (fun s => amplitude V u p s) k := by
  have hs : ∀ i, HasDerivAt (fun s => star (u s i)) (star (velocity u p i)) p :=
    fun i => (hd i p).hasDerivAt.star
  have hk : ∀ j, HasDerivAt (fun s => u s j) (velocity u k j) k := fun j => (hd j k).hasDerivAt
  have h1 : ∀ i ∈ (Finset.univ : Finset (Fin n)),
      HasDerivAt (fun s => ∑ j, star (u s i) * V i j * u k j)
        (∑ j, star (velocity u p i) * V i j * u k j) p := fun i _ =>
    HasDerivAt.fun_sum fun j _ => ((hs i).mul_const (V i j)).mul_const (u k j)
  have h2 : ∀ i ∈ (Finset.univ : Finset (Fin n)),
      HasDerivAt (fun s => ∑ j, star (u p i) * V i j * u s j)
        (∑ j, star (u p i) * V i j * velocity u k j) k := fun i _ =>
    HasDerivAt.fun_sum fun j _ => (hk j).const_mul (star (u p i) * V i j)
  exact ⟨(HasDerivAt.fun_sum h1).differentiableAt, (HasDerivAt.fun_sum h2).differentiableAt⟩
```

Inserting the new states and taking the phases out of the double sum gives

\[
\tilde T(p,k)=e^{-i\varphi(p)}e^{i\varphi(k)}\,T(p,k).
\]

```lean
/-- Under a gauge transformation the amplitude is multiplied by the conjugate phase factor of the
final state and the phase factor of the initial state. -/
theorem amplitude_gauge (V : Matrix (Fin n) (Fin n) ℂ) (u : ℝ → Fin n → ℂ) (φ : ℝ → ℝ)
    (p k : ℝ) :
    amplitude V (gauge φ u) p k = star (phase φ p) * phase φ k * amplitude V u p k := by
  simp only [amplitude, gauge, star_mul', Finset.mul_sum]
  refine Finset.sum_congr rfl fun i _ => Finset.sum_congr rfl fun j _ => ?_
  ring
```

## The phase gradients cancel

Write \(c=e^{-i\varphi(p)}e^{i\varphi(k)}\), which is never zero. The product rule in each momentum gives

\[
\partial_p\tilde T=c\left(\partial_pT-i\varphi'(p)T\right),\qquad
\partial_k\tilde T=c\left(\partial_kT+i\varphi'(k)T\right).
\]

These are `h1` and `h2`, and `hN` is their sum. Dividing by \(\tilde T=cT\) removes \(c\) and, because \(T\neq0\), leaves

\[
\frac{\partial_p\tilde T+\partial_k\tilde T}{\tilde T}
=\frac{\partial_pT+\partial_kT}{T}+i\left(\varphi'(k)-\varphi'(p)\right).
\]

This division is `hq`. Taking the imaginary part and inserting the shifted connections,

\[
\begin{aligned}
\tilde\delta(p,k)
&=A(p)-\varphi'(p)-A(k)+\varphi'(k)\\
&\quad-\operatorname{Im}\frac{\partial_pT+\partial_kT}{T}-\varphi'(k)+\varphi'(p)\\
&=\delta(p,k).
\end{aligned}
\]

The theorem states this equality for every matrix `V`, every differentiable normalised family `u`, every differentiable real `φ`, and every pair `p`, `k` at which the amplitude of the original states is nonzero. That last condition, `hT`, means that the matrix element does not forbid the scattering event at first order in \(V\) and that the amplitude has a phase to differentiate. It is needed only at the pair considered, and the new amplitude is then nonzero as well.

```lean
/-- Where the amplitude is nonzero, the side jump of differentiable, normalised states is unchanged
when they are multiplied by a differentiable, momentum-dependent phase factor. -/
theorem sideJump_gauge_invariant (V : Matrix (Fin n) (Fin n) ℂ) {u : ℝ → Fin n → ℂ}
    {φ : ℝ → ℝ} (hd : ∀ i, Differentiable ℝ (fun s => u s i))
    (hn : ∀ k, braket (u k) (u k) = 1) (hφ : Differentiable ℝ φ) {p k : ℝ}
    (hT : amplitude V u p k ≠ 0) : sideJump V (gauge φ u) p k = sideJump V u p k := by
  obtain ⟨hTp, hTk⟩ := amplitude_differentiable V hd p k
  have hw : ∀ q, phase φ q ≠ 0 := fun q => Complex.exp_ne_zero _
  have hc : star (phase φ p) * phase φ k ≠ 0 := mul_ne_zero (star_ne_zero.2 (hw p)) (hw k)
  -- product rule in the final and in the initial momentum
  have hs : HasDerivAt (fun s => star (phase φ s))
      (star (phase φ p * (Complex.I * ((deriv φ p : ℝ) : ℂ)))) p := (hasDerivAt_phase hφ p).star
  have h1 : HasDerivAt (fun s => star (phase φ s) * phase φ k * amplitude V u s k)
      (star (phase φ p * (Complex.I * ((deriv φ p : ℝ) : ℂ))) * phase φ k * amplitude V u p k +
        star (phase φ p) * phase φ k * deriv (fun s => amplitude V u s k) p) p :=
    (hs.mul_const (phase φ k)).fun_mul hTp.hasDerivAt
  have h2 : HasDerivAt (fun s => star (phase φ p) * phase φ s * amplitude V u p s)
      (star (phase φ p) * (phase φ k * (Complex.I * ((deriv φ k : ℝ) : ℂ))) *
        amplitude V u p k +
        star (phase φ p) * phase φ k * deriv (fun s => amplitude V u p s) k) k :=
    ((hasDerivAt_phase hφ k).const_mul (star (phase φ p))).fun_mul hTk.hasDerivAt
  have hN : deriv (fun s => amplitude V (gauge φ u) s k) p +
      deriv (fun s => amplitude V (gauge φ u) p s) k = star (phase φ p) * phase φ k *
      ((deriv (fun s => amplitude V u s k) p + deriv (fun s => amplitude V u p s) k) +
        Complex.I * ((deriv φ k - deriv φ p : ℝ) : ℂ) * amplitude V u p k) := by
    simp only [amplitude_gauge V u φ]
    rw [h1.deriv, h2.deriv]
    simp only [star_mul', Complex.star_def, Complex.conj_I, Complex.conj_ofReal,
      Complex.ofReal_sub]
    ring
  -- the common phase cancels in the logarithmic derivative
  have hq : ∀ N d : ℂ, star (phase φ p) * phase φ k * (N + d * amplitude V u p k) /
      (star (phase φ p) * phase φ k * amplitude V u p k) = N / amplitude V u p k + d := by
    intro N d
    rw [mul_div_mul_left _ _ hc, add_div, mul_div_cancel_right₀ _ hT]
  rw [sideJump, sideJump, hN, amplitude_gauge, hq, Complex.add_im, Complex.I_mul_im,
    berryConnection_gauge hd hn hφ p, berryConnection_gauge hd hn hφ k]
  simp only [Complex.sub_re, Complex.ofReal_re]
  ring

end

end SideJumpGaugeInvariance
```

```lean
#print axioms SideJumpGaugeInvariance.berryConnection_real
#print axioms SideJumpGaugeInvariance.sideJump_gauge_invariant
```

```
'SideJumpGaugeInvariance.berryConnection_real' depends on axioms: [propext, Classical.choice, Quot.sound]
'SideJumpGaugeInvariance.sideJump_gauge_invariant' depends on axioms: [propext, Classical.choice, Quot.sound]
```

## A state of norm 2 breaks the invariance

Take \(n=1\), \(V=1\) and the constant state \(u(k)=2\), which violates only the normalisation. Then \(A=0\) and \(T=4\), so \(\delta(p,k)=0\). Now choose \(\varphi(k)=k^2/2\), so that \(\tilde u(k)=2e^{ik^2/2}\). The new connection carries the squared norm,

\[
\tilde A(k)=i\cdot4\cdot ik=-4k,
\]

while the phase of \(\tilde T=4e^{i(k^2-p^2)/2}\) does not, and contributes only \(k-p\). The shift becomes

\[
\tilde\delta(p,k)=-4p+4k-(k-p)=3(k-p),
\]

which differs from zero whenever \(p\neq k\). In a calculation with unnormalised eigenvectors, or with a non-orthogonal basis whose overlap matrix has been left out of the inner product, the connection and the amplitude phase can fail to compensate in the same way.
